# Diagonal-only reconfiguration steps with unit learning rate diverge from equal nonzero parameters once $(P-1)r>1$, for a quadratic energy with uniform correlation $r$

In a variational Monte Carlo optimisation with many parameters, solving a linear system with the overlap matrix $S$ can be replaced by a cheaper update: divide each component of the energy gradient by the matching diagonal entry of $S$. A learning rate $\eta$ must then be chosen. In a noise-free quadratic model of $P\ge1$ parameters whose Hessian is $S$, with equal diagonal entries $s>0$ and all off-diagonal entries $rs$ for one correlation $0\le r<1$, this update with $\eta>0$ converges to the minimum from every start exactly when $\eta\,(1+(P-1)r)<2$. Weak correlations can add up: for $P=101$ and $r=0.05$, a step with $\eta=1$ multiplies a vector of equal parameters, measured from the minimum, by $-5$, and convergence from every start needs $\eta<1/3$.

## One correlation shared by all pairs

In stochastic reconfiguration, $S$ is the covariance matrix of the logarithmic derivatives of the wave function with respect to its parameters; it is not the overlap matrix of a basis set. Here every derivative has variance $s$ and every pair has covariance $rs$. The vector $p$ holds the parameters, measured from the energy minimum.

```lean
import Mathlib

open Filter Topology Matrix

namespace DiagonalReconfiguration

noncomputable section

/-- The overlap matrix of `P` parameters with diagonal entries `s` and all off-diagonal
entries `r * s`. -/
def overlap (P : ℕ) (s r : ℝ) : Matrix (Fin P) (Fin P) ℝ :=
  Matrix.of fun i j => if i = j then s else r * s
```

`Fin P → ℝ` is the type of real vectors with $P$ components. The energy is $E(p)=\langle p,Sp\rangle/2$, where `⬝ᵥ` is the dot product and `*ᵥ` applies a matrix to a vector.

```lean
/-- The quadratic energy `⟨p, S p⟩ / 2`. -/
def energy {P : ℕ} (S : Matrix (Fin P) (Fin P) ℝ) (p : Fin P → ℝ) : ℝ :=
  (p ⬝ᵥ S *ᵥ p) / 2
```

The full step uses the whole inverse, with unit step length.

```lean
/-- The full reconfiguration step `p - S⁻¹ (S p)`, for invertible `S`. -/
def fullStep {P : ℕ} (S : Matrix (Fin P) (Fin P) ℝ) (p : Fin P → ℝ) : Fin P → ℝ :=
  p - S⁻¹ *ᵥ (S *ᵥ p)
```

The diagonal step uses only the entries $S_{ii}$ and carries the learning rate.

```lean
/-- The step with learning rate `η` that keeps only the diagonal of `S` in the inverse,
for `S` with nonzero diagonal entries. -/
def diagStep {P : ℕ} (η : ℝ) (S : Matrix (Fin P) (Fin P) ℝ) (p : Fin P → ℝ) : Fin P → ℝ :=
  fun i => p i - η * ((S *ᵥ p) i / S i i)
```

The uniform correlations enter the derivation through one identity. Writing $\Sigma=\sum_j p_j$,
$$(Sp)_i = s\,p_i + rs\sum_{j\ne i}p_j = s\big[(1-r)p_i + r\,\Sigma\big].$$
The proof splits each matrix entry into a diagonal part and a constant $rs$, then sums. Without equal correlations, the mean and the deviations from it need not evolve separately, and the formulas below fail in general.

```lean
/-- The overlap matrix acts on each parameter through its own value and the sum of all. -/
theorem overlap_mulVec {P : ℕ} (s r : ℝ) (p : Fin P → ℝ) (i : Fin P) :
    (overlap P s r *ᵥ p) i = s * ((1 - r) * p i + r * ∑ j, p j) := by
  have h : ∀ j, (if i = j then s else r * s) * p j
      = (if i = j then s * (1 - r) * p j else 0) + r * s * p j := by
    intro j
    split_ifs <;> ring
  simp only [Matrix.mulVec, dotProduct, overlap, Matrix.of_apply]
  rw [Finset.sum_congr rfl (fun j _ => h j), Finset.sum_add_distrib, Finset.sum_ite_eq,
    if_pos (Finset.mem_univ i), ← Finset.mul_sum]
  ring
```

## An energy whose curvature is the overlap matrix

That the same $S$ appears in the energy and in the step is a postulate. It says that the energy surface is quadratic, with a Hessian equal to the covariance matrix. In a real optimisation the two matrices generally differ, and passing from this model to such a calculation requires that identification to be justified separately.

Since $S$ is symmetric, expanding along a direction $v$ gives
$$E(p+tv)=E(p)+t\,\langle v,Sp\rangle+t^2E(v),$$
so the slope at $t=0$ is $\langle v,Sp\rangle$ and the gradient is $Sp$. `HasDerivAt` states this slope for every $v$. The proof establishes the symmetry (`hsymm`), the expansion (`hexp`), and then differentiates the polynomial. No condition on $s$ or $r$ is needed.

```lean
/-- The energy gradient is `S p`: the slope of the energy at `p` along any direction `v`
is `⟨v, S p⟩`. -/
theorem energy_gradient {P : ℕ} (s r : ℝ) (p v : Fin P → ℝ) :
    HasDerivAt (fun t : ℝ => energy (overlap P s r) (p + t • v))
      (v ⬝ᵥ overlap P s r *ᵥ p) 0 := by
  have hT : (overlap P s r)ᵀ = overlap P s r := by
    ext i j
    by_cases h : i = j
    · subst h
      rfl
    · simp [overlap, h, Ne.symm h]
  have hsymm : p ⬝ᵥ overlap P s r *ᵥ v = v ⬝ᵥ overlap P s r *ᵥ p := by
    rw [Matrix.dotProduct_mulVec p _ v, ← Matrix.mulVec_transpose, hT,
      dotProduct_comm (overlap P s r *ᵥ p) v]
  -- along a line the energy is a quadratic polynomial
  have hexp : ∀ t : ℝ, energy (overlap P s r) (p + t • v) = energy (overlap P s r) p
      + t * (v ⬝ᵥ overlap P s r *ᵥ p) + t ^ 2 * energy (overlap P s r) v := by
    intro t
    simp only [energy, Matrix.mulVec_add, Matrix.mulVec_smul, add_dotProduct,
      dotProduct_add, smul_dotProduct, dotProduct_smul, smul_eq_mul, hsymm]
    ring
  rw [funext hexp]
  have h := (((hasDerivAt_id' (0 : ℝ)).mul_const (v ⬝ᵥ overlap P s r *ᵥ p)).const_add
    (energy (overlap P s r) p)).fun_add
    (((hasDerivAt_id' (0 : ℝ)).fun_pow 2).mul_const (energy (overlap P s r) v))
  exact h.congr_deriv (by simp)
```

## Positive variance and correlations below one

The condition $s>0$ says that, to first order, changing a parameter changes more than the normalisation and global phase of the wave function. The condition $r<1$ says that no two parameters produce the same first-order change up to normalisation and phase, and $r\ge0$ restricts the model to non-negative correlations.

All three serve to show that $S$ is invertible. Suppose $Sv=0$. Dividing by $s$ gives $(1-r)v_i+r\sum_jv_j=0$ for every $i$. Summing over $i$,
$$(1-r+Pr)\sum_jv_j=0.$$
The prefactor is positive, so the sum vanishes. Then $(1-r)v_i=0$, and hence $v_i=0$. The proof takes the same route: a zero determinant would supply a nonzero $v$ with $Sv=0$, `hsum` is the summed equation, and `hz` is the vanishing sum.

```lean
/-- For `s > 0` and `0 ≤ r < 1` the overlap matrix is invertible. -/
theorem overlap_det_ne_zero {P : ℕ} {s r : ℝ} (hs : 0 < s) (hr0 : 0 ≤ r) (hr1 : r < 1) :
    (overlap P s r).det ≠ 0 := by
  intro h
  obtain ⟨v, hv, h0⟩ := Matrix.exists_mulVec_eq_zero_iff.2 h
  have hi : ∀ i, (1 - r) * v i + r * ∑ j, v j = 0 := by
    intro i
    have h1 : s * ((1 - r) * v i + r * ∑ j, v j) = 0 :=
      (overlap_mulVec s r v i).symm.trans (congrFun h0 i)
    exact (mul_eq_zero.1 h1).resolve_left hs.ne'
  -- summing the equations shows that the parameter sum vanishes
  have hsum : ∑ i, ((1 - r) * v i + r * ∑ j, v j) = 0 :=
    Finset.sum_eq_zero fun i _ => hi i
  rw [Finset.sum_add_distrib, ← Finset.mul_sum, Finset.sum_const, Finset.card_univ,
    Fintype.card_fin, nsmul_eq_mul] at hsum
  have hPr : 0 ≤ (P : ℝ) * r := mul_nonneg (Nat.cast_nonneg P) hr0
  have hprod : (1 - r + P * r) * ∑ j, v j = 0 := by linear_combination hsum
  have hz : ∑ j, v j = 0 := (mul_eq_zero.1 hprod).resolve_left (by linarith)
  apply hv
  funext i
  have h2 := hi i
  rw [hz, mul_zero, add_zero] at h2
  exact (mul_eq_zero.1 h2).resolve_left (by linarith)
```

With $S^{-1}S=1$, the full step is $p-S^{-1}Sp=p-p=0$ from every start, not only from equal parameters.

```lean
/-- For `s > 0` and `0 ≤ r < 1` one full step sends every parameter vector to zero. -/
theorem fullStep_eq_zero {P : ℕ} {s r : ℝ} (hs : 0 < s) (hr0 : 0 ≤ r) (hr1 : r < 1)
    (p : Fin P → ℝ) : fullStep (overlap P s r) p = 0 := by
  rw [fullStep, Matrix.mulVec_mulVec, Matrix.nonsing_inv_mul _
    (isUnit_iff_ne_zero.2 (overlap_det_ne_zero hs hr0 hr1)), Matrix.one_mulVec, sub_self]
```

If $s=0$ and $P\ge1$, $S$ is the zero matrix and has no inverse; the algebra needs only $s\neq0$, and a nonzero variance is positive. If $r=1$ and $P\ge2$, differences between parameters cost no energy and $S$ is singular. Negative $r$ is harmless for invertibility unless $1+(P-1)r=0$, but it matters for the learning rate below.

## What a nonzero diagonal gives the cheap step

The diagonal step divides by $S_{ii}=s$, so $s$ cancels:
$$p_i' = p_i-\eta\big[(1-r)p_i+r\Sigma\big]=\big(1-\eta(1-r)\big)p_i-\eta r\,\Sigma .$$
In the proof, `hs.ne'` supplies the $s\neq0$ that permits this cancellation.

```lean
/-- For `s > 0` the diagonal step rescales each parameter and subtracts a multiple of the
sum of all parameters. -/
theorem diagStep_apply {P : ℕ} {s r η : ℝ} (hs : 0 < s) (p : Fin P → ℝ) (i : Fin P) :
    diagStep η (overlap P s r) p i = (1 - η * (1 - r)) * p i - η * r * ∑ j, p j := by
  have hd : overlap P s r i i = s := by simp [overlap]
  rw [diagStep, overlap_mulVec, hd, mul_div_cancel_left₀ _ hs.ne']
  ring
```

Summing over the $P$ components gives $\Sigma'=a\Sigma$ with
$$a=1-\eta(1-r)-\eta rP=1-\eta\big(1+(P-1)r\big).$$
Induction on the number of steps $k$ turns this into $a^k$. The notation `^[k]` means $k$ applications of the step, and `(P : ℝ) - 1` is subtraction of real numbers.

```lean
/-- For `s > 0`, each diagonal step multiplies the sum of the parameters by
`1 - η (1 + (P - 1) r)`. -/
theorem sum_diagStep_iterate {P : ℕ} {s r η : ℝ} (hs : 0 < s) (p : Fin P → ℝ) (k : ℕ) :
    ∑ i, (diagStep η (overlap P s r))^[k] p i
      = (1 - η * (1 + ((P : ℝ) - 1) * r)) ^ k * ∑ i, p i := by
  induction k with
  | zero => simp
  | succ k ih =>
    simp only [Function.iterate_succ_apply', diagStep_apply hs]
    rw [Finset.sum_sub_distrib, ← Finset.mul_sum, Finset.sum_const, Finset.card_univ,
      Fintype.card_fin, nsmul_eq_mul, ih]
    ring
```

Let $m=\Sigma/P$ be the mean and $b=1-\eta(1-r)$. Since $a=b-\eta rP$,
$$p_i'-m'=b\,p_i-\eta rPm-am=b\,(p_i-m).$$
After $k$ steps, therefore,
$$p_i^{(k)}=a^k m+b^k(p_i-m).$$
The proof is again an induction, using the formula for the sum at each step. An index `i : Fin P` can exist only if $P\ge1$, which makes the division by $P$ legitimate.

```lean
/-- For `s > 0`, after `k` diagonal steps the mean of the parameters has been multiplied by
`(1 - η (1 + (P - 1) r)) ^ k` and each deviation from it by `(1 - η (1 - r)) ^ k`. -/
theorem diagStep_iterate {P : ℕ} {s r η : ℝ} (hs : 0 < s) (p : Fin P → ℝ) (k : ℕ)
    (i : Fin P) :
    (diagStep η (overlap P s r))^[k] p i
      = (1 - η * (1 + ((P : ℝ) - 1) * r)) ^ k * ((∑ j, p j) / P)
        + (1 - η * (1 - r)) ^ k * (p i - (∑ j, p j) / P) := by
  have hP : (P : ℝ) ≠ 0 := Nat.cast_ne_zero.2 (Fin.pos i).ne'
  obtain ⟨m, hm⟩ : ∃ m, (∑ j, p j) / (P : ℝ) = m := ⟨_, rfl⟩
  have hS : ∑ j, p j = P * m := by
    rw [← hm, mul_div_cancel₀ _ hP]
  rw [hm]
  induction k with
  | zero =>
    simp only [Function.iterate_zero, id_eq, pow_zero]
    ring
  | succ k ih =>
    rw [Function.iterate_succ_apply', diagStep_apply hs, ih, sum_diagStep_iterate hs, hS]
    ring
```

## A positive learning rate and at least one parameter

A positive $\eta$ means that the update goes against the gradient. Together with $0\le r<1$ and $P\ge1$ it gives
$$0<\eta(1-r)\le\eta\big(1+(P-1)r\big).$$
If the right-hand side is below 2, both $|a|<1$ and $|b|<1$, and every start converges to zero. If it is at least 2, then $a\le-1$, and the start with all entries 1 has a sum $a^kP$ that cannot tend to zero.

The Lean proof has these two halves. The first assumes convergence and the negated inequality, then finds a $k$ at which the sum would be below 1 in magnitude, although it is at least $P\ge1$. The second derives `ha` and `hb`, the bounds on $a$ and $b$, and passes to the limit in the closed formula.

```lean
/-- For `s > 0`, `0 ≤ r < 1`, `η > 0` and at least one parameter, the diagonal iteration
converges to zero from every start exactly when `η (1 + (P - 1) r) < 2`. -/
theorem diagStep_converges_iff {P : ℕ} {s r η : ℝ} (hP : 0 < P) (hs : 0 < s)
    (hr0 : 0 ≤ r) (hr1 : r < 1) (hη : 0 < η) :
    (∀ p : Fin P → ℝ,
      Tendsto (fun k : ℕ => (diagStep η (overlap P s r))^[k] p) atTop (𝓝 0))
      ↔ η * (1 + ((P : ℝ) - 1) * r) < 2 := by
  have hP1 : (1 : ℝ) ≤ P := by exact_mod_cast hP
  constructor
  · intro h
    by_contra hcon
    have hge := not_lt.1 hcon
    -- the sum of a uniform start cannot shrink
    have ht := tendsto_finsetSum Finset.univ
      (fun i _ => tendsto_pi_nhds.1 (h fun _ => 1) i)
    simp only [sum_diagStep_iterate hs, Pi.zero_apply, Finset.sum_const_zero,
      Finset.sum_const, Finset.card_univ, Fintype.card_fin, nsmul_eq_mul, mul_one] at ht
    have ht2 := ht.abs
    rw [abs_zero] at ht2
    obtain ⟨k, hk⟩ := ((tendsto_order.1 ht2).2 1 one_pos).exists
    rw [abs_mul, abs_pow, abs_of_pos (by linarith : (0 : ℝ) < P)] at hk
    have ha : 1 ≤ |1 - η * (1 + ((P : ℝ) - 1) * r)| :=
      le_abs.2 (Or.inr (by linarith))
    have hpow := one_le_pow₀ ha (n := k)
    nlinarith
  · intro h p
    have hq : 0 ≤ ((P : ℝ) - 1) * r := mul_nonneg (by linarith) hr0
    have h1 : 0 < η * (1 + ((P : ℝ) - 1) * r) := mul_pos hη (by linarith)
    have h2 : 0 < η * (1 - r) := mul_pos hη (by linarith)
    have h3 : η * (1 - r) ≤ η * (1 + ((P : ℝ) - 1) * r) :=
      mul_le_mul_of_nonneg_left (by linarith) hη.le
    have ha : |1 - η * (1 + ((P : ℝ) - 1) * r)| < 1 :=
      abs_lt.2 ⟨by linarith, by linarith⟩
    have hb : |1 - η * (1 - r)| < 1 := abs_lt.2 ⟨by linarith, by linarith⟩
    refine tendsto_pi_nhds.2 fun i => ?_
    simp only [diagStep_iterate hs]
    have ht := ((tendsto_pow_atTop_nhds_zero_of_abs_lt_one ha).mul_const
      ((∑ j, p j) / (P : ℝ))).add
      ((tendsto_pow_atTop_nhds_zero_of_abs_lt_one hb).mul_const (p i - (∑ j, p j) / (P : ℝ)))
    simp only [zero_mul, add_zero] at ht
    exact ht
```

Each condition on $\eta$, $P$ and $r$ matters to the equivalence:

- With $\eta=0$ and $P\ge1$ the inequality holds but nothing moves; with $\eta<0$ the mean grows.
- With $P=0$ the empty vector converges trivially, while the inequality fails for large $\eta$.
- With $r=1$ and $P\ge2$, $b=1$ and deviations never shrink.
- With $P=2$, $r=-1/2$ and $\eta=3/2$, the inequality reads $3/4<2$, yet $b=-5/4$ and deviations grow.

## A start with nonzero parameter sum

A nonzero sum means that the start has a component along the collective direction, in which all parameters change together. Beyond the threshold $a<-1$, so $|\Sigma^{(k)}|=|a|^k|\Sigma|$ grows without bound. The proof rewrites the sum in this form and uses the growth of powers of a number above 1. It needs neither the bounds on $r$ nor a separate assumption on the sign of $\eta$.

```lean
/-- For `s > 0` and `η (1 + (P - 1) r) > 2`, the sum of the parameters diverges in magnitude
under the diagonal iteration from every start whose sum is nonzero. -/
theorem diagStep_diverges {P : ℕ} {s r η : ℝ} (hs : 0 < s)
    (h : 2 < η * (1 + ((P : ℝ) - 1) * r)) (p : Fin P → ℝ) (hp : ∑ i, p i ≠ 0) :
    Tendsto (fun k : ℕ => |∑ i, (diagStep η (overlap P s r))^[k] p i|) atTop atTop := by
  have ha : 1 < |1 - η * (1 + ((P : ℝ) - 1) * r)| := lt_abs.2 (Or.inr (by linarith))
  simp only [sum_diagStep_iterate hs, abs_mul, abs_pow]
  exact (tendsto_pow_atTop_atTop_of_one_lt ha).atTop_mul_const (abs_pos.2 hp)
```

If the sum is zero, it stays zero. For $P=3$, $\eta=1$ and $1/2<r<1$, the start $(1,-1,0)$ is multiplied by $b=r$ at each step and converges, although the threshold is exceeded.

## Equal parameters and a unit step

Equal entries $p_i=c$ put the whole vector in the collective direction. For $\eta=1$ the factor is $a=-(P-1)r$, so
$$p_i'=-(P-1)r\,c,\qquad |p_i^{(k)}|=\big((P-1)r\big)^k|c| .$$
The diagonal step overshoots the minimum whenever $(P-1)r>0$, and every component diverges in magnitude once $(P-1)r>1$. Since $r<1$, this takes at least three parameters. For $P=1$ both steps reach zero.

The final theorem joins three statements with `∧`: the full step gives zero, the diagonal step gives the stated vector, and the iterates diverge if $(P-1)r>1$. The first comes from `fullStep_eq_zero`, the second from `diagStep_apply`, and the third from `diagStep_iterate`, whose deviation term vanishes for equal entries. The condition $c\neq0$ is used only for the divergence; a start at $c=0$ is already at the minimum and stays there.

```lean
/-- Let `s > 0`, `0 ≤ r < 1` and let all parameters equal `c ≠ 0`. The full step gives zero,
the diagonal step with `η = 1` gives `-(P - 1) r c`, and its iterates diverge in magnitude
in every component if `(P - 1) r > 1`. -/
theorem full_versus_diagonal {P : ℕ} {s r c : ℝ} (hs : 0 < s) (hr0 : 0 ≤ r) (hr1 : r < 1)
    (hc : c ≠ 0) :
    fullStep (overlap P s r) (fun _ => c) = 0 ∧
    diagStep 1 (overlap P s r) (fun _ => c) = (fun _ => -(((P : ℝ) - 1) * r * c)) ∧
    (1 < ((P : ℝ) - 1) * r → ∀ i, Tendsto
      (fun k : ℕ => |(diagStep 1 (overlap P s r))^[k] (fun _ => c) i|) atTop atTop) := by
  refine ⟨fullStep_eq_zero hs hr0 hr1 _, ?_, ?_⟩
  · funext i
    rw [diagStep_apply hs]
    simp only [Finset.sum_const, Finset.card_univ, Fintype.card_fin, nsmul_eq_mul]
    ring
  · intro h i
    have hP : (P : ℝ) ≠ 0 := Nat.cast_ne_zero.2 (Fin.pos i).ne'
    have ha : 1 < |1 - 1 * (1 + ((P : ℝ) - 1) * r)| := lt_abs.2 (Or.inr (by linarith))
    -- a uniform vector has no deviation from its mean
    simp only [diagStep_iterate hs, Finset.sum_const, Finset.card_univ, Fintype.card_fin,
      nsmul_eq_mul, mul_div_cancel_left₀ c hP, sub_self, mul_zero, add_zero, abs_mul, abs_pow]
    exact (tendsto_pow_atTop_atTop_of_one_lt ha).atTop_mul_const (abs_pos.2 hc)

end

end DiagonalReconfiguration
```

```lean
#print axioms DiagonalReconfiguration.energy_gradient
#print axioms DiagonalReconfiguration.diagStep_converges_iff
#print axioms DiagonalReconfiguration.diagStep_diverges
#print axioms DiagonalReconfiguration.full_versus_diagonal
```

```
'DiagonalReconfiguration.energy_gradient' depends on axioms: [propext, Classical.choice, Quot.sound]
'DiagonalReconfiguration.diagStep_converges_iff' depends on axioms: [propext, Classical.choice, Quot.sound]
'DiagonalReconfiguration.diagStep_diverges' depends on axioms: [propext, Classical.choice, Quot.sound]
'DiagonalReconfiguration.full_versus_diagonal' depends on axioms: [propext, Classical.choice, Quot.sound]
```
